# An even spin-1/2 Heisenberg ring with J ≥ 0 has the all-up state as a ground state exactly when h ≥ 2J

Place a ring of n antiferromagnetically coupled spins 1/2 in a magnetic field. Exchange favours antiparallel neighbours, while the field favours spins that all point up. How strong must the field be before full alignment costs no more energy than any other state? With ħ = 1, J the exchange coupling and h the Zeeman splitting between down and up for a single spin, the Hamiltonian is

H = J Σ_x S_x · S_(x+1) − h Σ_x Sz_x.

For even n and J ≥ 0, the threshold is h = 2J. For exact diagonalisation of a finite, isotropic, nearest-neighbour ring of this kind, it provides a check on the upper end of the magnetisation curve.

## Configurations and spin operators

In Lean 4 with Mathlib:

```lean
import Mathlib

open ComplexConjugate

namespace HeisenbergSaturation

noncomputable section
```

Mathlib supplies the mathematics, including `conj` for complex conjugation. Below, a `def` introduces an object; a `theorem` gives its statement before `:=` and its proof after.

```lean
/-- A spin configuration on the ring of `n` sites; `true` means spin down. -/
abbrev Config (n : ℕ) := ZMod n → Bool
```

A configuration σ assigns up (`false`) or down (`true`) to each site. Sites are integers modulo n, which closes the ring.

```lean
/-- A state of the ring: one complex amplitude for each configuration. -/
abbrev State (n : ℕ) := Config n → ℂ
```

A state ψ gives each σ a complex amplitude ψ(σ). It need not be normalised.

```lean
variable {n : ℕ}

/-- Reverse the spin at site `x`. -/
def flipSpin (x : ZMod n) (σ : Config n) : Config n := Function.update σ x (!σ x)
```

`flipSpin x σ` reverses the spin at x.

```lean
/-- The spin component `Sx` at site `x`. -/
def spinX (x : ZMod n) (ψ : State n) : State n := fun σ => 1 / 2 * ψ (flipSpin x σ)
```

Sx reads the amplitude of the flipped configuration, with factor 1/2.

```lean
/-- The spin component `Sy` at site `x`. -/
def spinY (x : ZMod n) (ψ : State n) : State n :=
  fun σ => (if σ x then Complex.I / 2 else -Complex.I / 2) * ψ (flipSpin x σ)
```

Sy does the same with factor −i/2 if σ has x up and i/2 if down, as in the usual Pauli matrix.

```lean
/-- The spin component `Sz` at site `x`. -/
def spinZ (x : ZMod n) (ψ : State n) : State n :=
  fun σ => (if σ x then -1 / 2 else 1 / 2) * ψ σ
```

Sz multiplies by 1/2 for up and −1/2 for down.

```lean
/-- The scalar product `S_x · S_y` of two spins. -/
def spinDot (x y : ZMod n) (ψ : State n) : State n :=
  spinX x (spinX y ψ) + spinY x (spinY y ψ) + spinZ x (spinZ y ψ)
```

The scalar product adds the three component products.

## From scalar products to exchanges

```lean
/-- Exchanging two equal spins leaves the configuration unchanged. -/
theorem swap_of_eq {x y : ZMod n} {σ : Config n} (h : σ x = σ y) :
    σ ∘ Equiv.swap x y = σ := by
  funext z
  simp only [Function.comp, Equiv.swap_apply_def]
  split_ifs with h1 h2
  · rw [h1, h]
  · rw [h2, h]
  · rfl
```

Exchanging equal spins changes nothing. The proof checks each site z: it is x, y or neither.

```lean
/-- For two different sites, `S_x · S_y` is half the exchange of the spins minus 1/4. -/
theorem spinDot_apply {x y : ZMod n} (hxy : x ≠ y) (ψ : State n) (σ : Config n) :
    spinDot x y ψ σ = 1 / 2 * ψ (σ ∘ Equiv.swap x y) - 1 / 4 * ψ σ := by
  have hy : flipSpin x σ y = σ y := by simp [flipSpin, hxy.symm]
  simp only [spinDot, Pi.add_apply, spinX, spinY, spinZ, hy]
  by_cases h : σ x = σ y
  · rw [swap_of_eq h, h]
    cases σ y <;> simp only [Bool.false_eq_true, if_true, if_false] <;>
      linear_combination (ψ (flipSpin y (flipSpin x σ)) / 4) * Complex.I_sq
  · have h' : σ y = !σ x := by
      revert h
      cases σ x <;> cases σ y <;> simp
    -- reversing two opposite spins is the same as exchanging them
    have hs : flipSpin y (flipSpin x σ) = σ ∘ Equiv.swap x y := by
      funext z
      simp only [flipSpin, Function.comp, Equiv.swap_apply_def, Function.update_apply]
      by_cases hx : z = x
      · simp [hx, hxy, h']
      · by_cases hz : z = y
        · simp [hz, hxy.symm, h']
        · simp [hx, hz]
    rw [hs, h']
    cases σ x <;> simp only [Bool.not_true, Bool.not_false, Bool.false_eq_true, if_true,
      if_false] <;> linear_combination (-ψ (σ ∘ Equiv.swap x y) / 4) * Complex.I_sq
```

Write σ′ for σ with the spins at x and y exchanged. For x ≠ y,

(S_x · S_y ψ)(σ) = ½ ψ(σ′) − ¼ ψ(σ).

If the spins are equal, the Sx and Sy terms cancel and Sz gives ¼ψ(σ), which agrees because σ′ = σ. If they are opposite, Sx and Sy each give ¼ψ(σ′), and Sz gives −¼ψ(σ). `by_cases` makes this split; `linear_combination` uses i² = −1.

```lean
/-- On a ring of two or more sites, each site differs from its right neighbour. -/
theorem ne_succ (hn : 1 < n) (x : ZMod n) : x ≠ x + 1 := by
  have : Fact (1 < n) := ⟨hn⟩
  intro h
  exact one_ne_zero (α := ZMod n) (by linear_combination -h)
```

With at least two sites, neighbours are distinct, so the exchange formula applies to every bond.

## Energy and the meaning of ground state

```lean
variable [NeZero n]

/-- The Heisenberg ring with coupling `J` in a field `h` along z. -/
def hamiltonian (J h : ℝ) (ψ : State n) : State n :=
  (J : ℂ) • ∑ x, spinDot x (x + 1) ψ - (h : ℂ) • ∑ x, spinZ x ψ
```

This is H as written above. `NeZero n` excludes n = 0.

```lean
/-- The squared norm of a state. -/
def weight (φ : State n) : ℝ := ∑ σ, ‖φ σ‖ ^ 2
```

`weight` is the squared norm, ⟨φ|φ⟩ = Σ_σ |φ(σ)|².

```lean
/-- The real part of `⟨φ|H|φ⟩`, without normalisation. -/
def energy (H : State n → State n) (φ : State n) : ℝ := (∑ σ, conj (φ σ) * H φ σ).re
```

`energy` is Re⟨φ|H|φ⟩. For nonzero φ, the normalised expectation value is `energy` divided by `weight`.

```lean
/-- A ground state: a nonzero eigenvector whose real eigenvalue is a lower bound on the energy of
every normalised state. -/
def IsGroundState (H : State n → State n) (ψ : State n) : Prop :=
  ψ ≠ 0 ∧ ∃ E : ℝ, H ψ = (E : ℂ) • ψ ∧ ∀ φ, E * weight φ ≤ energy H φ
```

A ground state is a nonzero eigenvector whose eigenvalue E satisfies E⟨φ|φ⟩ ≤ Re⟨φ|H|φ⟩ for every φ. Uniqueness is not required.

## The two competing states

```lean
/-- The state with every spin up. -/
def allUp : State n := fun σ => if ∀ x, σ x = false then 1 else 0
```

The saturated state has amplitude 1 on the all-up configuration and 0 elsewhere.

```lean
/-- The energy `n (J/4 - h/2)` of full saturation on a ring of two or more sites. -/
def satEnergy (n : ℕ) (J h : ℝ) : ℝ := n * (J / 4 - h / 2)
```

For n ≥ 2, its energy is E₀ = n(J/4 − h/2).

```lean
/-- One if the spin at `x` is down, zero if it is up. -/
def isDown (σ : Config n) (x : ZMod n) : ℝ := if σ x then 1 else 0
```

Let d_x be 1 for a down spin at x and 0 for an up spin.

```lean
/-- The number of down spins. -/
def numDown (σ : Config n) : ℝ := ∑ x, isDown σ x
```

Then N(σ) = Σ_x d_x counts the down spins.

```lean
/-- The sum of the signs `(-1)^x` over the down spins. -/
def stagger (σ : Config n) : ℝ := ∑ x, (-1) ^ x.val * isDown σ x
```

The staggered sum is g(σ) = Σ_x (−1)^x d_x, with x taken from 0 to n − 1.

```lean
/-- One reversed spin, spread over the ring with amplitudes `(-1)^x`. -/
def magnon : State n := fun σ => if numDown σ = 1 then (stagger σ : ℂ) else 0
```

The magnon has one down spin, with amplitude (−1)^x when it sits at x. Its squared norm is n, so the normalised amplitudes are (−1)^x/√n.

## Energy measured from saturation

```lean
/-- On two or more sites, `H` is the saturated energy plus `J/2` times the exchange differences plus
`h` times the number of down spins. -/
theorem hamiltonian_apply (hn : 1 < n) (J h : ℝ) (ψ : State n) (σ : Config n) :
    hamiltonian J h ψ σ = satEnergy n J h * ψ σ
      + J / 2 * ∑ x, (ψ (σ ∘ Equiv.swap x (x + 1)) - ψ σ) + h * numDown σ * ψ σ := by
  have h1 : ∑ x, spinDot x (x + 1) ψ σ
      = 1 / 2 * ∑ x, (ψ (σ ∘ Equiv.swap x (x + 1)) - ψ σ) + n / 4 * ψ σ := by
    rw [Finset.sum_congr rfl fun x _ => spinDot_apply (ne_succ hn x) ψ σ]
    simp only [Finset.sum_sub_distrib, ← Finset.mul_sum, Finset.sum_const, Finset.card_univ,
      ZMod.card, nsmul_eq_mul]
    ring
  have hz : ∀ x, spinZ x ψ σ = (1 / 2 - (isDown σ x : ℂ)) * ψ σ := by
    intro x
    simp only [spinZ, isDown]
    split_ifs <;> push_cast <;> ring
  have h2 : ∑ x, spinZ x ψ σ = (n / 2 - (numDown σ : ℂ)) * ψ σ := by
    rw [Finset.sum_congr rfl fun x _ => hz x, ← Finset.sum_mul, Finset.sum_sub_distrib]
    simp only [Finset.sum_const, Finset.card_univ, ZMod.card, nsmul_eq_mul, numDown,
      Complex.ofReal_sum]
    ring
  simp only [hamiltonian, Pi.sub_apply, Pi.smul_apply, Finset.sum_apply, smul_eq_mul]
  rw [h1, h2, satEnergy]
  push_cast
  ring
```

Let σ′ now exchange x and x+1. Summing the bond formula gives

J Σ_x (S_x · S_(x+1) ψ)(σ) = (nJ/4) ψ(σ) + (J/2) Σ_x [ψ(σ′) − ψ(σ)].

The field contributes −h(n/2 − N)ψ(σ). Together,

(Hψ)(σ) = E₀ψ(σ) + (J/2) Σ_x [ψ(σ′) − ψ(σ)] + hN(σ)ψ(σ).

In the proof, `h1` is the exchange sum and `h2` the field sum.

```lean
/-- The real parts of `conj (φ σ)` times the exchange difference for `x` and `y` sum to at least
`-2` times the sum of `isDown σ x + isDown σ y` weighted by `‖φ σ‖ ^ 2`. -/
theorem bond_bound (x y : ZMod n) (φ : State n) :
    -2 * ∑ σ, (isDown σ x + isDown σ y) * ‖φ σ‖ ^ 2
      ≤ ∑ σ, (conj (φ σ) * (φ (σ ∘ Equiv.swap x y) - φ σ)).re := by
  let e : Equiv.Perm (Config n) := Function.Involutive.toPerm
    (fun σ => σ ∘ Equiv.swap x y) (fun σ => by funext z; simp [Function.comp])
  have hinv : ∑ σ, (isDown σ x + isDown σ y) * ‖φ (σ ∘ Equiv.swap x y)‖ ^ 2
      = ∑ σ, (isDown σ x + isDown σ y) * ‖φ σ‖ ^ 2 := by
    refine Eq.trans (Finset.sum_congr rfl fun σ _ => ?_)
      (Equiv.sum_comp e fun σ => (isDown σ x + isDown σ y) * ‖φ σ‖ ^ 2)
    change _ = (isDown (σ ∘ Equiv.swap x y) x + isDown (σ ∘ Equiv.swap x y) y)
      * ‖φ (σ ∘ Equiv.swap x y)‖ ^ 2
    simp only [isDown, Function.comp, Equiv.swap_apply_left, Equiv.swap_apply_right]
    ring
  have hsum : -2 * ∑ σ, (isDown σ x + isDown σ y) * ‖φ σ‖ ^ 2
      = ∑ σ, (-(3 / 2) * ((isDown σ x + isDown σ y) * ‖φ σ‖ ^ 2)
        + -(1 / 2) * ((isDown σ x + isDown σ y) * ‖φ (σ ∘ Equiv.swap x y)‖ ^ 2)) := by
    rw [Finset.sum_add_distrib, ← Finset.mul_sum, ← Finset.mul_sum, hinv]
    ring
  rw [hsum]
  refine Finset.sum_le_sum fun σ _ => ?_
  by_cases h : σ x = σ y
  · have hd : 0 ≤ isDown σ x + isDown σ y := by
      simp only [isDown]
      split_ifs <;> norm_num
    rw [swap_of_eq h, sub_self, mul_zero, Complex.zero_re]
    nlinarith [mul_nonneg hd (sq_nonneg ‖φ σ‖)]
  · have hd : isDown σ x + isDown σ y = 1 := by
      simp only [isDown]
      revert h
      cases σ x <;> cases σ y <;> simp
    rw [hd]
    simp only [Complex.sq_norm, Complex.normSq_apply, Complex.mul_re, Complex.conj_re,
      Complex.conj_im, Complex.sub_re, Complex.sub_im]
    nlinarith [sq_nonneg ((φ σ).re + (φ (σ ∘ Equiv.swap x y)).re),
      sq_nonneg ((φ σ).im + (φ (σ ∘ Equiv.swap x y)).im)]
```

For one bond, set a = φ(σ), b = φ(σ′) and d = d_x + d_y. Equal spins contribute zero. For opposite spins d = 1, and |a + b|² ≥ 0 gives

Re[conj(a)(b − a)] ≥ −(3/2)|a|² − (1/2)|b|².

Exchange only relabels configurations and preserves d, so Σ_σ d|b|² = Σ_σ d|a|² (`hinv`). The total is therefore at least −2 Σ_σ d|φ(σ)|². The final `nlinarith` receives the squares of the real and imaginary parts of a + b.

```lean
/-- For `J ≥ 0` on two or more sites, the energy above saturation is at least `h - 2J` times
the expected number of down spins. -/
theorem energy_bound (hn : 1 < n) {J : ℝ} (hJ : 0 ≤ J) (h : ℝ) (φ : State n) :
    satEnergy n J h * weight φ + (h - 2 * J) * ∑ σ, numDown σ * ‖φ σ‖ ^ 2
      ≤ energy (hamiltonian J h) φ := by
  have key : ∀ σ, (conj (φ σ) * hamiltonian J h φ σ).re
      = satEnergy n J h * ‖φ σ‖ ^ 2 + h * (numDown σ * ‖φ σ‖ ^ 2)
        + J / 2 * ∑ x, (conj (φ σ) * (φ (σ ∘ Equiv.swap x (x + 1)) - φ σ)).re := by
    intro σ
    have e1 : conj (φ σ) * hamiltonian J h φ σ
        = ((satEnergy n J h * ‖φ σ‖ ^ 2 + h * (numDown σ * ‖φ σ‖ ^ 2) : ℝ) : ℂ)
          + ((J / 2 : ℝ) : ℂ)
            * (conj (φ σ) * ∑ x, (φ (σ ∘ Equiv.swap x (x + 1)) - φ σ)) := by
      rw [hamiltonian_apply hn]
      push_cast
      linear_combination ((satEnergy n J h : ℂ) + h * numDown σ) * Complex.conj_mul' (φ σ)
    rw [e1, Complex.add_re, Complex.ofReal_re, Complex.re_ofReal_mul, Finset.mul_sum,
      Complex.re_sum]
  have hE : energy (hamiltonian J h) φ = satEnergy n J h * weight φ
      + h * ∑ σ, numDown σ * ‖φ σ‖ ^ 2
      + J / 2 * ∑ σ, ∑ x, (conj (φ σ) * (φ (σ ∘ Equiv.swap x (x + 1)) - φ σ)).re := by
    rw [energy, Complex.re_sum, Finset.sum_congr rfl fun σ _ => key σ]
    simp only [weight, Finset.sum_add_distrib, Finset.mul_sum]
  -- each down spin belongs to two bonds
  have hd : ∀ σ : Config n, ∑ x, (isDown σ x + isDown σ (x + 1)) = 2 * numDown σ := by
    intro σ
    have hs := Equiv.sum_comp (Equiv.addRight (1 : ZMod n)) (isDown σ)
    simp only [Equiv.coe_addRight] at hs
    rw [Finset.sum_add_distrib, hs, numDown]
    ring
  have hB : -4 * ∑ σ, numDown σ * ‖φ σ‖ ^ 2
      ≤ ∑ σ, ∑ x, (conj (φ σ) * (φ (σ ∘ Equiv.swap x (x + 1)) - φ σ)).re := by
    rw [Finset.sum_comm]
    refine le_trans (le_of_eq ?_) (Finset.sum_le_sum fun x _ => bond_bound x (x + 1) φ)
    rw [← Finset.mul_sum, Finset.sum_comm]
    simp only [← Finset.sum_mul, hd]
    simp only [mul_assoc, ← Finset.mul_sum]
    ring
  rw [hE]
  nlinarith [mul_le_mul_of_nonneg_left hB hJ]
```

Each down spin belongs to two bonds (`hd`), so the totals for all bonds add up to at least −4 Σ_σ N|φ|² (`hB`). Multiplying by J/2 ≥ 0 and adding the field term gives

Re⟨φ|H|φ⟩ ≥ E₀⟨φ|φ⟩ + (h − 2J) Σ_σ N(σ)|φ(σ)|².

```lean
/-- On an even ring the staggered magnon is an eigenvector with energy `h - 2J` above
saturation. -/
theorem magnon_eigen (hn : 1 < n) (he : Even n) (J h : ℝ) :
    hamiltonian J h (magnon : State n)
      = ((satEnergy n J h + h - 2 * J : ℝ) : ℂ) • magnon := by
  have hs : ∀ x : ZMod n, (-1 : ℝ) ^ (x + 1).val = -(-1) ^ x.val := by
    intro x
    rw [ZMod.val_add, ZMod.val_one_eq_one_mod, Nat.add_mod_mod, neg_one_pow_eq_pow_mod_two,
      Nat.mod_mod_of_dvd _ he.two_dvd, ← neg_one_pow_eq_pow_mod_two, pow_succ]
    ring
  funext σ
  have hN : ∀ x y, numDown (σ ∘ Equiv.swap x y) = numDown σ :=
    fun x y => Equiv.sum_comp (Equiv.swap x y) (isDown σ)
  have hM : ∀ x, stagger (σ ∘ Equiv.swap x (x + 1)) - stagger σ
      = 2 * ((-1) ^ x.val * isDown σ (x + 1)) - 2 * ((-1) ^ x.val * isDown σ x) := by
    intro x
    rw [stagger, stagger, ← Finset.sum_sub_distrib,
      Fintype.sum_eq_add x (x + 1) (ne_succ hn x) (fun z hz => by
        simp [isDown, Equiv.swap_apply_of_ne_of_ne hz.1 hz.2])]
    simp only [isDown, Function.comp, Equiv.swap_apply_left, Equiv.swap_apply_right, hs]
    ring
  -- translation by one site reverses the staggered sign
  have hT := Equiv.sum_comp (Equiv.addRight (1 : ZMod n))
    (fun x => (-1 : ℝ) ^ x.val * isDown σ x)
  simp only [Equiv.coe_addRight, hs, neg_mul, Finset.sum_neg_distrib] at hT
  have hS : ∑ x, (stagger (σ ∘ Equiv.swap x (x + 1)) - stagger σ) = -4 * stagger σ := by
    rw [Finset.sum_congr rfl fun x _ => hM x, Finset.sum_sub_distrib, ← Finset.mul_sum,
      ← Finset.mul_sum, stagger]
    linarith
  rw [hamiltonian_apply hn, Pi.smul_apply, smul_eq_mul]
  by_cases h1 : numDown σ = 1
  · have hC := congrArg (fun r : ℝ => (r : ℂ)) hS
    simp only [Complex.ofReal_sum, Complex.ofReal_sub, Complex.ofReal_mul] at hC
    simp only [magnon, hN, h1, if_true]
    rw [hC]
    push_cast
    ring
  · simp [magnon, hN, h1]
```

Exchanging x and x+1 changes g by 2(−1)^x(d_(x+1) − d_x) (`hM`). On an even ring the alternating signs close consistently, so Σ_x (−1)^x d_(x+1) = −g (`hT`). The changes sum to −4g (`hS`), and the factor J/2 turns this into −2J. Since N = 1, the magnon's energy is

E₀ + h − 2J.

## The threshold at h = 2J

```lean
/-- On an even ring with `J ≥ 0`, the all-up state is a ground state if and only if the field
satisfies `h ≥ 2J`. -/
theorem saturation_field (he : Even n) {J : ℝ} (hJ : 0 ≤ J) (h : ℝ) :
    IsGroundState (hamiltonian J h) (allUp : State n) ↔ 2 * J ≤ h := by
  have hn : 1 < n := by
    have h0 := NeZero.ne n
    obtain ⟨k, hk⟩ := he
    omega
  have hup : hamiltonian J h (allUp : State n) = (satEnergy n J h : ℂ) • allUp := by
    funext σ
    have hsw : ∀ x y, (allUp : State n) (σ ∘ Equiv.swap x y) = allUp σ := by
      intro x y
      have hiff : (∀ z, (σ ∘ Equiv.swap x y) z = false) ↔ ∀ z, σ z = false :=
        ⟨fun H z => by simpa using H (Equiv.swap x y z), fun H z => H _⟩
      simp only [allUp, hiff]
    have h0 : (numDown σ : ℂ) * allUp σ = 0 := by
      by_cases H : ∀ z, σ z = false
      · simp [numDown, isDown, H]
      · simp [allUp, H]
    rw [hamiltonian_apply hn, Pi.smul_apply, smul_eq_mul]
    simp only [hsw, sub_self, Finset.sum_const_zero, mul_zero, add_zero, mul_assoc, h0]
  have hone : (allUp : State n) (fun _ => false) = 1 := by simp [allUp]
  constructor
  · rintro ⟨-, E, hE, hmin⟩
    have hEs : satEnergy n J h = E := by
      have h2 := congrFun (hup.symm.trans hE) (fun _ => false)
      simp only [Pi.smul_apply, smul_eq_mul, hone, mul_one] at h2
      exact_mod_cast h2
    -- test the variational bound on the staggered magnon
    have hm : energy (hamiltonian J h) (magnon : State n)
        = (satEnergy n J h + h - 2 * J) * weight (magnon : State n) := by
      rw [energy, magnon_eigen hn he, Complex.re_sum, weight, Finset.mul_sum]
      refine Finset.sum_congr rfl fun σ _ => ?_
      rw [Pi.smul_apply, smul_eq_mul, mul_left_comm, Complex.conj_mul', Complex.re_ofReal_mul,
        ← Complex.ofReal_pow, Complex.ofReal_re]
    have hpos : 0 < weight (magnon : State n) := by
      refine Finset.sum_pos' (fun σ _ => sq_nonneg _)
        ⟨fun x => decide (x = 0), Finset.mem_univ _, ?_⟩
      simp [magnon, numDown, stagger, isDown]
    have hb := hmin magnon
    rw [hm, ← hEs] at hb
    linarith [le_of_mul_le_mul_right hb hpos]
  · intro hh
    refine ⟨fun h0 => ?_, satEnergy n J h, hup, fun φ => ?_⟩
    · rw [h0] at hone
      simp at hone
    · have hpos : 0 ≤ ∑ σ : Config n, numDown σ * ‖φ σ‖ ^ 2 := by
        refine Finset.sum_nonneg fun σ _ => mul_nonneg (Finset.sum_nonneg fun x _ => ?_)
          (sq_nonneg _)
        simp only [isDown]
        split_ifs <;> norm_num
      linarith [energy_bound hn hJ h φ, mul_nonneg (sub_nonneg.mpr hh) hpos]

end

end HeisenbergSaturation
```

Exchanges leave the all-up state unchanged and N vanishes on it, so its eigenvalue is E₀ (`hup`).

If it is a ground state, testing the bound on the magnon gives E₀ ≤ E₀ + h − 2J, hence h ≥ 2J. Conversely, if h ≥ 2J, the last term of the energy bound is nonnegative, so no state lies below E₀.

The theorem allows any real h and every positive even n. It does not treat odd rings, anisotropic coupling or nonzero temperature, nor does it identify the ground state below threshold.

At n = 2 the sum counts the single pair twice, so H = 2J S_0 · S_1 − h(Sz_0 + Sz_1). The all-up state has energy J/2 − h, and the magnon is the singlet, at −3J/2. They cross at h = 2J; counting the bond once would put the crossing at h = J.

```lean
#print axioms HeisenbergSaturation.saturation_field
```

```
'HeisenbergSaturation.saturation_field' depends on axioms: [propext, Classical.choice, Quot.sound]
```
